# $dF/d\sigma=-S$ for fixed smeared levels at constant electron number, and the cancellation of a $\sigma^2$ term in $(E+F)/2$

After a calculation on a metal with occupations smeared over a width $\sigma$, one often reports neither the energy $E$ nor the free energy $F=E-\sigma S$, with $S$ the entropy of the smearing, but $(E+F)/2$ as an estimate of the zero-width energy. The recipe combines $dF/d\sigma=-S$ at constant electron number with the assumption that $F$ departs from its zero-width value mainly by a term in $\sigma^2$. The identity is proved here for finitely many levels that do not move with $\sigma$, that is, for the band energy of non-interacting electrons, with a chemical potential assumed differentiable in $\sigma$.

## Levels, occupations and the free energy

The levels $e_i$ carry real weights $w_i$ (spin degeneracy or k-point weights), and $i$ runs over a finite type `ι`. The occupation $f$, the entropy per level $s$ and the chemical potential $\mu$ are real functions, the last one of the width.

```lean
import Mathlib

open Filter Topology Set

namespace SmearingWidth

noncomputable section

variable {ι : Type*} [Fintype ι] {w e : ι → ℝ} {f s μ : ℝ → ℝ} {N σ : ℝ}
```

The occupation depends on the reduced energy $x_i(\sigma)=(e_i-\mu(\sigma))/\sigma$. Lean's division by zero gives `scaled` a meaningless value at $\sigma=0$, which no theorem uses; zero width is only approached as a limit.

```lean
/-- Reduced energy `x = (ε - μ(σ))/σ` of a level `ε` at smearing width `σ`. -/
def scaled (μ : ℝ → ℝ) (ε σ : ℝ) : ℝ := (ε - μ σ) / σ
```

The electron number is $N(\sigma)=\sum_i w_i f(x_i)$.

```lean
/-- Electron number `N(σ) = ∑ wᵢ f(xᵢ)`. -/
def number (w e : ι → ℝ) (f μ : ℝ → ℝ) (σ : ℝ) : ℝ := ∑ i, w i * f (scaled μ (e i) σ)
```

The band energy is $E(\sigma)=\sum_i w_i e_i f(x_i)$.

```lean
/-- Band energy `E(σ) = ∑ wᵢ eᵢ f(xᵢ)`. -/
def energy (w e : ι → ℝ) (f μ : ℝ → ℝ) (σ : ℝ) : ℝ :=
  ∑ i, w i * (e i * f (scaled μ (e i) σ))
```

The entropy $S(\sigma)=\sum_i w_i s(x_i)$ is dimensionless, since $\sigma$ is an energy.

```lean
/-- Generalized entropy `S(σ) = ∑ wᵢ s(xᵢ)`. -/
def entropy (w e : ι → ℝ) (s μ : ℝ → ℝ) (σ : ℝ) : ℝ := ∑ i, w i * s (scaled μ (e i) σ)
```

The free energy is $F(\sigma)=E(\sigma)-\sigma S(\sigma)$.

```lean
/-- Free energy `F(σ) = E(σ) - σ S(σ)`. -/
def freeEnergy (w e : ι → ℝ) (f s μ : ℝ → ℝ) (σ : ℝ) : ℝ :=
  energy w e f μ σ - σ * entropy w e s μ σ
```

`FixedNumber` collects four conditions. The field `occ` makes $f$ differentiable. The field `ent` is $s'(x)=xf'(x)$, the condition that pairs an entropy with an occupation; Fermi–Dirac statistics, with $\sigma=k_BT$, $f=1/(1+e^x)$ and $s=-f\ln f-(1-f)\ln(1-f)$, is the familiar case. It fixes $s$ only up to a constant. The fields `mu` and `num` say that for all $\sigma>0$ the chemical potential is differentiable and keeps $N(\sigma)$ at a constant $N$. Nothing requires $0\le f\le1$, monotonicity of $f$ or positive weights.

```lean
/-- Smearing at fixed electron number: `f` differentiable, `s'(x) = x f'(x)`, and for `σ > 0`
a differentiable chemical potential with `N(σ) = N`. -/
structure FixedNumber (w e : ι → ℝ) (f s μ : ℝ → ℝ) (N : ℝ) : Prop where
  occ : Differentiable ℝ f
  ent : ∀ x, HasDerivAt s (x * deriv f x) x
  mu : ∀ σ, 0 < σ → DifferentiableAt ℝ μ σ
  num : ∀ σ, 0 < σ → number w e f μ σ = N
```

Here $\mu$ is given and its properties are assumed. An alternative defines $\mu(\sigma)$ as the root of $N(\sigma)=N$ and derives its differentiability from the implicit function theorem, for example for positive weights, a continuously differentiable $f$ with $f'<0$ falling from 1 to 0, and $0<N<\sum_i w_i$. Two hypotheses would become consequences, at the price of excluding non-monotone smearing functions, for which the root need not be unique. That alternative, like the Fermi–Dirac example, is a side remark with no theorem behind it here.

## The derivative with respect to the width

With primes on $x_i,\mu,N,E,S,F$ denoting $d/d\sigma$, the quotient rule gives
$$x_i'=\frac{-\mu'\sigma-(e_i-\mu)}{\sigma^2}=-\frac{\mu'+x_i}{\sigma}.$$
`fun_div` produces the middle expression, and `field_simp` with `ring` converts it to the last.

```lean
/-- The reduced energy changes with the width as `dx/dσ = -(μ' + x)/σ`. -/
theorem hasDerivAt_scaled {μ' : ℝ} (ε : ℝ) (hσ : σ ≠ 0) (hμ : HasDerivAt μ μ' σ) :
    HasDerivAt (scaled μ ε) (-(μ' + scaled μ ε σ) / σ) σ := by
  have h := ((hasDerivAt_const σ ε).fun_sub hμ).fun_div (hasDerivAt_id' σ) hσ
  refine HasDerivAt.congr_deriv h ?_
  show ((0 - μ') * σ - (ε - μ σ) * 1) / σ ^ 2 = -(μ' + (ε - μ σ) / σ) / σ
  field_simp
  ring
```

The chain rule and $s'=xf'$ give
$$N'=\sum_i w_i f'(x_i)x_i',\quad E'=\sum_i w_i e_i f'(x_i)x_i',\quad S'=\sum_i w_i x_i f'(x_i)x_i'.$$
Since $e_i-\sigma x_i=\mu$ for every level,
$$E'-\sigma S'=\sum_i w_i(e_i-\sigma x_i)f'(x_i)x_i'=\mu N',$$
and the product rule yields $F'=E'-S-\sigma S'=\mu N'-S$. This holds for any $\sigma\ne0$ at which $\mu$ is differentiable, whether or not $N$ is constant. The value of $x_i'$ never enters, and the proof hides it behind the name `d i`. The three sums are `hN`, `hE`, `hS`, and `key` is the displayed identity, checked term by term.

```lean
/-- Without a constraint on the electron number, `dF/dσ = μ dN/dσ - S`. -/
theorem hasDerivAt_freeEnergy_open (hf : Differentiable ℝ f)
    (hs : ∀ x, HasDerivAt s (x * deriv f x) x) (hσ : σ ≠ 0) (hμ : DifferentiableAt ℝ μ σ) :
    HasDerivAt (freeEnergy w e f s μ)
      (μ σ * deriv (number w e f μ) σ - entropy w e s μ σ) σ := by
  obtain ⟨d, hx⟩ : ∃ d : ι → ℝ, ∀ i, HasDerivAt (scaled μ (e i)) (d i) σ :=
    ⟨_, fun i => hasDerivAt_scaled (e i) hσ hμ.hasDerivAt⟩
  have hfi : ∀ i, HasDerivAt (fun τ => f (scaled μ (e i) τ))
      (deriv f (scaled μ (e i) σ) * d i) σ :=
    fun i => HasDerivAt.comp σ (hf (scaled μ (e i) σ)).hasDerivAt (hx i)
  have hsi : ∀ i, HasDerivAt (fun τ => s (scaled μ (e i) τ))
      (scaled μ (e i) σ * deriv f (scaled μ (e i) σ) * d i) σ :=
    fun i => HasDerivAt.comp σ (hs (scaled μ (e i) σ)) (hx i)
  have hN' := HasDerivAt.fun_sum (u := Finset.univ) fun i _ => (hfi i).const_mul (w i)
  have hE' := HasDerivAt.fun_sum (u := Finset.univ)
    fun i _ => ((hfi i).const_mul (e i)).const_mul (w i)
  have hS' := HasDerivAt.fun_sum (u := Finset.univ) fun i _ => (hsi i).const_mul (w i)
  have hN : HasDerivAt (number w e f μ) _ σ := hN'
  have hE : HasDerivAt (energy w e f μ) _ σ := hE'
  have hS : HasDerivAt (entropy w e s μ) _ σ := hS'
  -- level by level eᵢ - σ xᵢ = μ, hence E' - σ S' = μ N'
  have key : ∑ i, w i * (e i * (deriv f (scaled μ (e i) σ) * d i))
      - σ * ∑ i, w i * (scaled μ (e i) σ * deriv f (scaled μ (e i) σ) * d i)
      = μ σ * ∑ i, w i * (deriv f (scaled μ (e i) σ) * d i) := by
    rw [Finset.mul_sum, Finset.mul_sum, ← Finset.sum_sub_distrib]
    refine Finset.sum_congr rfl fun i _ => ?_
    have h : σ * scaled μ (e i) σ = e i - μ σ := by
      unfold scaled
      field_simp
    linear_combination (-(w i * deriv f (scaled μ (e i) σ) * d i)) * h
  have hF := hE.fun_sub ((hasDerivAt_id' σ).fun_mul hS)
  refine HasDerivAt.congr_deriv hF ?_
  rw [hN.deriv]
  linear_combination key
```

At constant electron number $N'=0$, so $F'(\sigma)=-S(\sigma)$ for every $\sigma>0$. `HasDerivAt` states that $F$ is differentiable there with this derivative.

```lean
/-- At fixed electron number, `dF/dσ = -S` for every `σ > 0`. -/
theorem hasDerivAt_freeEnergy (h : FixedNumber w e f s μ N) (hσ : 0 < σ) :
    HasDerivAt (freeEnergy w e f s μ) (-entropy w e s μ σ) σ := by
  have hc : number w e f μ =ᶠ[𝓝 σ] fun _ => N := by
    filter_upwards [Ioi_mem_nhds hσ] with τ hτ using h.num τ hτ
  refine (hasDerivAt_freeEnergy_open h.occ h.ent hσ.ne' (h.mu σ hσ)).congr_deriv ?_
  rw [hc.deriv_eq, deriv_const]
  ring
```

This step turns on the relation `=ᶠ[𝓝 σ]`, equality on some neighbourhood of $\sigma$. The field `num` says nothing for $\sigma\le0$, so `number w e f μ` is not known to be the constant function and cannot be rewritten as one. A derivative depends only on values near the point. `Ioi_mem_nhds hσ` says that $(0,\infty)$ is a neighbourhood of $\sigma$, `filter_upwards` reduces the claim `hc` to a pointwise equation on that set, and `hc.deriv_eq` replaces $N'$ by the derivative of a constant, which `deriv_const` evaluates to zero.

## Removing a power of the width

From $E=F+\sigma S=F-\sigma F'$ follows
$$\tfrac12(E+F)=F-\tfrac12\sigma F'.$$

```lean
/-- At fixed electron number, `(E + F)/2 = F - σ F'/2`. -/
theorem average_eq (h : FixedNumber w e f s μ N) (hσ : 0 < σ) :
    (energy w e f μ σ + freeEnergy w e f s μ σ) / 2
      = freeEnergy w e f s μ σ - σ * deriv (freeEnergy w e f s μ) σ / 2 := by
  rw [(hasDerivAt_freeEnergy h hσ).deriv, freeEnergy]
  ring
```

Suppose $F(\tau)=E_0+\gamma\tau^n+R(\tau)$ for all widths $\tau>0$, with constants $E_0,\gamma$, an integer $n\ge1$ and a remainder $R$ differentiable at $\sigma$. Then $\sigma F'=n\gamma\sigma^n+\sigma R'$, and
$$E+(n-1)F=nF-\sigma F'=n(E_0+R)-\sigma R'.$$
Division by $n$ gives the statement of `cancel_power`; $n=2$ is the average, and $n=1$ reads $E=E_0+R-\sigma R'$. In the proof, `hu` equates $-S$ with $n\gamma\sigma^{n-1}+R'$ by uniqueness of the derivative, again through equality near $\sigma$. The theorem is an identity and asserts no smallness: any $F$ can be split in this way, and the error of the estimate of $E_0$ is $R-\sigma R'/n$, which is small when both $R$ and $\sigma R'$ are small.

```lean
/-- At fixed electron number, if `n ≥ 1`, `F = E₀ + γ τⁿ + R` for all `τ > 0` and `R` has derivative
`R'` at `σ > 0`, then `(E + (n-1) F)/n = E₀ + R - σ R'/n`, in which `γ` does not appear. -/
theorem cancel_power (h : FixedNumber w e f s μ N) (hσ : 0 < σ) {n : ℕ} (hn : n ≠ 0)
    {E₀ γ R' : ℝ} {R : ℝ → ℝ} (hR : HasDerivAt R R' σ)
    (hF : ∀ τ, 0 < τ → freeEnergy w e f s μ τ = E₀ + γ * τ ^ n + R τ) :
    (energy w e f μ σ + (n - 1) * freeEnergy w e f s μ σ) / n = E₀ + R σ - σ * R' / n := by
  have hc : freeEnergy w e f s μ =ᶠ[𝓝 σ] fun τ => E₀ + γ * τ ^ n + R τ := by
    filter_upwards [Ioi_mem_nhds hσ] with τ hτ using hF τ hτ
  have hd := (((hasDerivAt_pow n σ).const_mul γ).const_add E₀).fun_add hR
  have hu := (hasDerivAt_freeEnergy h hσ).unique (hd.congr_of_eventuallyEq hc)
  have hp : σ * σ ^ (n - 1) = σ ^ n := by
    rw [← pow_succ']
    congr 1
    omega
  have hE : energy w e f μ σ = freeEnergy w e f s μ σ + σ * entropy w e s μ σ := by
    rw [freeEnergy]; ring
  have key : energy w e f μ σ + (n - 1) * freeEnergy w e f s μ σ = n * (E₀ + R σ) - σ * R' := by
    linear_combination hE + n * hF σ hσ - σ * hu - n * γ * hp
  have hn' : (n : ℝ) ≠ 0 := Nat.cast_ne_zero.mpr hn
  rw [key]
  field_simp
```

## An error bound for the average

The bound below starts from a hypothesis on $S$ and integrates $F'=-S$ from zero width, where $F$ is assumed only to have a limit. Let $G$ have derivative $G'\ge0$ on $(0,\sigma]$ and tend to $a$ as $\tau\to0^+$. For $0<\tau<\sigma$ the mean value theorem gives a $c$ between them with $G(\sigma)-G(\tau)=G'(c)(\sigma-\tau)\ge0$, and the limit gives $a\le G(\sigma)$. These two moves are `exists_hasDerivAt_eq_slope` and `le_of_tendsto`.

```lean
/-- A function with non-negative derivative on `(0, σ]` is at `σ` at least its limit at `0⁺`. -/
theorem limit_le {G G' : ℝ → ℝ} {a : ℝ} (hσ : 0 < σ)
    (hd : ∀ τ ∈ Ioc 0 σ, HasDerivAt G (G' τ) τ) (hpos : ∀ τ ∈ Ioc 0 σ, 0 ≤ G' τ)
    (hlim : Tendsto G (𝓝[>] 0) (𝓝 a)) : a ≤ G σ := by
  refine le_of_tendsto hlim ?_
  filter_upwards [Ioo_mem_nhdsGT hσ] with τ hτ
  obtain ⟨c, hc, h⟩ := exists_hasDerivAt_eq_slope G G' hτ.2
    (fun t ht => (hd t ⟨hτ.1.trans_le ht.1, ht.2⟩).continuousAt.continuousWithinAt)
    (fun t ht => hd t ⟨hτ.1.trans ht.1, ht.2.le⟩)
  have h0 := hpos c ⟨hτ.1.trans hc.1, hc.2.le⟩
  rw [h, le_div_iff₀ (sub_pos.mpr hτ.2)] at h0
  linarith
```

Assume $F\to E_0$ as $\tau\to0^+$ (`hlim`), so $E_0$ is the zero-width energy, and $|S(\tau)+2\gamma\tau|\le C\tau^m$ on $(0,\sigma]$ (`hS`) for a constant $C$ and a natural number $m$. The second hypothesis says that the entropy is $-2\gamma\tau$ up to order $\tau^m$, as for the linear low-temperature entropy of a metal. That behaviour of a metal belongs to a continuous density of states. For finitely many levels with positive weights and Fermi–Dirac occupations, $S$ as $\tau\to0^+$ is either exponentially small ($\mu$ in a gap) or tends to a positive constant (a partly filled level at $\mu$), so for $m\ge2$ the hypothesis then forces $\gamma=0$ or fails; occupations with power-law tails, as in the example below, can meet it with $\gamma\neq0$. The hypothesis is assumed and not derived from a density of states; for $m\ge1$ it forces $S\to0$, which fixes the free constant in $s$ when $\sum_i w_i\neq0$. Put $G=F-\gamma\tau^2$ and $K=C\tau^{m+1}/(m+1)$. Then $G'=-(S+2\gamma\tau)$ and $K'=C\tau^m$, so $K+G$ and $K-G$ have non-negative derivatives and limits $E_0$ and $-E_0$. The lemma, applied in `h1` and `h2`, gives $|F-E_0-\gamma\sigma^2|\le K(\sigma)$. Moreover
$$\tfrac12(E+F)=F+\tfrac12\sigma S=G+\tfrac12\sigma(S+2\gamma\sigma),$$
and the last term is at most $C\sigma^{m+1}/2$ in size (`a1`, `a2`), so
$$\left|\tfrac12(E+F)-E_0\right|\le\frac{C\sigma^{m+1}}{m+1}+\frac{C\sigma^{m+1}}{2}.$$
The bound holds for every $m\ge0$ and is of higher order than $\sigma^2$ when $m\ge2$.

```lean
/-- At fixed electron number, if `F → E₀` as the width tends to `0⁺` and `|S + 2γτ| ≤ C τᵐ` on `(0,
σ]`, then `F` equals `E₀ + γσ²` and `(E + F)/2` equals `E₀`, each up to the stated multiple of `C
σᵐ⁺¹`. -/
theorem average_error (h : FixedNumber w e f s μ N) (hσ : 0 < σ) {E₀ γ C : ℝ} {m : ℕ}
    (hlim : Tendsto (freeEnergy w e f s μ) (𝓝[>] 0) (𝓝 E₀))
    (hS : ∀ τ ∈ Ioc 0 σ, |entropy w e s μ τ + 2 * γ * τ| ≤ C * τ ^ m) :
    |freeEnergy w e f s μ σ - (E₀ + γ * σ ^ 2)| ≤ C * σ ^ (m + 1) / (m + 1) ∧
    |(energy w e f μ σ + freeEnergy w e f s μ σ) / 2 - E₀|
      ≤ C * σ ^ (m + 1) / (m + 1) + C * σ ^ (m + 1) / 2 := by
  have hm : (m : ℝ) + 1 ≠ 0 := by positivity
  have hK : ∀ τ : ℝ, HasDerivAt (fun t : ℝ => C * t ^ (m + 1) / (m + 1)) (C * τ ^ m) τ := by
    intro τ
    refine (((hasDerivAt_pow (m + 1) τ).const_mul C).div_const ((m : ℝ) + 1)).congr_deriv ?_
    rw [Nat.add_sub_cancel]
    push_cast
    field_simp
  -- G = F - γσ² has derivative -(S + 2γσ)
  have hG : ∀ τ, 0 < τ → HasDerivAt (fun t => freeEnergy w e f s μ t - γ * t ^ 2)
      (-(entropy w e s μ τ + 2 * γ * τ)) τ := by
    intro τ hτ
    have h2 : HasDerivAt (fun t : ℝ => t ^ 2) (2 * τ) τ := by simpa using hasDerivAt_pow 2 τ
    exact ((hasDerivAt_freeEnergy h hτ).fun_sub (h2.const_mul γ)).congr_deriv (by ring)
  have tK : Tendsto (fun t : ℝ => C * t ^ (m + 1) / (m + 1)) (𝓝[>] 0) (𝓝 0) :=
    (Continuous.tendsto' (by fun_prop) 0 0 (by simp)).mono_left nhdsWithin_le_nhds
  have tq : Tendsto (fun t : ℝ => γ * t ^ 2) (𝓝[>] 0) (𝓝 0) :=
    (Continuous.tendsto' (by fun_prop) 0 0 (by simp)).mono_left nhdsWithin_le_nhds
  have h1 := limit_le hσ (fun τ hτ => (hK τ).fun_add (hG τ hτ.1))
    (fun τ hτ => by linarith [(abs_le.mp (hS τ hτ)).2]) (tK.add (hlim.sub tq))
  have h2 := limit_le hσ (fun τ hτ => (hK τ).fun_sub (hG τ hτ.1))
    (fun τ hτ => by linarith [(abs_le.mp (hS τ hτ)).1]) (tK.sub (hlim.sub tq))
  have hS' := abs_le.mp (hS σ ⟨hσ, le_rfl⟩)
  have a1 : σ * (entropy w e s μ σ + 2 * γ * σ) ≤ C * σ ^ (m + 1) := by
    rw [pow_succ]; linarith [mul_le_mul_of_nonneg_left hS'.2 hσ.le]
  have a2 : -(C * σ ^ (m + 1)) ≤ σ * (entropy w e s μ σ + 2 * γ * σ) := by
    rw [pow_succ]; linarith [mul_le_mul_of_nonneg_left hS'.1 hσ.le]
  have hE : energy w e f μ σ = freeEnergy w e f s μ σ + σ * entropy w e s μ σ := by
    rw [freeEnergy]; ring
  refine ⟨abs_le.mpr ⟨?_, ?_⟩, abs_le.mpr ⟨?_, ?_⟩⟩ <;> linarith
```

## Two levels with algebraic smearing

A solvable case takes $f(x)=\tfrac12\left(1-x/\sqrt{1+x^2}\right)$,

```lean
/-- Algebraic occupation function `f(x) = (1 - x/√(1+x²))/2`. -/
def fAlg (x : ℝ) : ℝ := (1 - x / √(1 + x ^ 2)) / 2
```

together with $s(x)=1/(2\sqrt{1+x^2})$.

```lean
/-- Entropy function `s(x) = 1/(2√(1+x²))`. -/
def sAlg (x : ℝ) : ℝ := 1 / (2 * √(1 + x ^ 2))
```

Differentiation gives $f'=-\tfrac12(1+x^2)^{-3/2}$ (`hf`) and $s'=-\tfrac12x(1+x^2)^{-3/2}=xf'$. For levels $e_0=-1$, $e_1=1$ with unit weights and $\mu=0$ one has $x_0=-x_1=-1/\sigma$, and $f(-x)+f(x)=1$ gives $N=1$ at every width. All four conditions of `FixedNumber` are met.

```lean
/-- Levels `∓1` with unit weights, algebraic smearing and `μ = 0` hold one electron. -/
theorem fixedNumber_witness :
    FixedNumber (fun _ => 1) ![-1, 1] fAlg sAlg (fun _ => 0) 1 := by
  have hr0 : ∀ x : ℝ, √(1 + x ^ 2) ≠ 0 := fun x => by positivity
  have hr : ∀ x : ℝ, HasDerivAt (fun y : ℝ => √(1 + y ^ 2)) (x / √(1 + x ^ 2)) x := by
    intro x
    have h2 : HasDerivAt (fun t : ℝ => t ^ 2) (2 * x) x := by simpa using hasDerivAt_pow 2 x
    exact ((h2.const_add 1).sqrt (by positivity)).congr_deriv
      (mul_div_mul_left _ _ two_ne_zero)
  have hf : ∀ x : ℝ, HasDerivAt fAlg (-(1 / √(1 + x ^ 2) / √(1 + x ^ 2) ^ 2) / 2) x := by
    intro x
    have h := (((hasDerivAt_id' x).fun_div (hr x) (hr0 x)).const_sub 1).div_const 2
    have e : 1 * √(1 + x ^ 2) - x * (x / √(1 + x ^ 2)) = 1 / √(1 + x ^ 2) := by
      rw [eq_div_iff (hr0 x)]
      linear_combination Real.sq_sqrt (show 0 ≤ 1 + x ^ 2 by positivity)
        - x * div_mul_cancel₀ x (hr0 x)
    rw [← e]
    exact h
  refine ⟨fun x => (hf x).differentiableAt, fun x => ?_,
    fun _ _ => differentiableAt_const _, fun σ _ => ?_⟩
  · have h0 := hr0 x
    have h := (hasDerivAt_const x (1 : ℝ)).fun_div ((hr x).const_mul 2)
      (mul_ne_zero two_ne_zero h0)
    refine HasDerivAt.congr_deriv h ?_
    rw [(hf x).deriv]
    ring1
  · rw [number, Fin.sum_univ_two]
    show 1 * fAlg ((-1 - 0) / σ) + 1 * fAlg ((1 - 0) / σ) = 1
    unfold fAlg
    rw [show ((-1 - 0) / σ) ^ 2 = ((1 - 0) / σ) ^ 2 by ring]
    ring
```

With $r=\sqrt{1+\sigma^2}$, both levels have $\sqrt{1+x_i^2}=r/\sigma$ (`k`), so $f(x_0)=\tfrac12(1+1/r)$, $f(x_1)=\tfrac12(1-1/r)$ and $s(x_i)=\sigma/(2r)$. Hence $E=-1/r$, $S=\sigma/r$ and $F=-(1+\sigma^2)/r=-r$. Using $\sigma^2=r^2-1$,
$$F+1+\tfrac12\sigma^2=\tfrac12(r-1)^2,\qquad \tfrac12(E+F)+1=-\frac{(r-1)^2}{2r}.$$
Since $0\le r-1\le\sigma^2/2$ (`h0`, `h1`), $(r-1)^2\le\sigma^4/4$ (`h2`), and with $r\ge1$ both quantities are at most $\sigma^4/8$ in size for every $\sigma>0$. Thus $F$ has the nonzero quadratic term $-\sigma^2/2$, while the average stays within $\sigma^4/8$ of $-1$. These bounds come from the closed forms and not from `average_error`. The model has a gap at $\mu$ and is not a metal; its quadratic term comes from the power-law tails of $f$ and $s$.

```lean
/-- Closed forms of `E`, `S`, `F` in the two-level model; `F` lies within `σ⁴/8` of
`-1 - σ²/2` and `(E + F)/2` within `σ⁴/8` of `-1`. -/
theorem cancellation_witness (hσ : 0 < σ) {E S F : ℝ}
    (dE : E = energy (fun _ => 1) ![-1, 1] fAlg (fun _ => 0) σ)
    (dS : S = entropy (fun _ => 1) ![-1, 1] sAlg (fun _ => 0) σ)
    (dF : F = freeEnergy (fun _ => 1) ![-1, 1] fAlg sAlg (fun _ => 0) σ) :
    E = -1 / √(1 + σ ^ 2) ∧ S = σ / √(1 + σ ^ 2) ∧ F = -√(1 + σ ^ 2) ∧
    |F - (-1 - σ ^ 2 / 2)| ≤ σ ^ 4 / 8 ∧ |(E + F) / 2 + 1| ≤ σ ^ 4 / 8 := by
  obtain ⟨r, hr⟩ : ∃ r, r = √(1 + σ ^ 2) := ⟨_, rfl⟩
  rw [← hr]
  have hsq : r ^ 2 = 1 + σ ^ 2 := by rw [hr]; exact Real.sq_sqrt (by positivity)
  have hp : 0 < r := by rw [hr]; positivity
  have hr0 := hp.ne'
  have hσ0 := hσ.ne'
  have k : ∀ ε : ℝ, ε ^ 2 = 1 → √(1 + ((ε - 0) / σ) ^ 2) = r / σ := by
    intro ε hε
    have : 1 + ((ε - 0) / σ) ^ 2 = (r / σ) ^ 2 := by
      rw [div_pow, div_pow, hsq, sub_zero, hε]
      field_simp
      ring
    rw [this, Real.sqrt_sq (by positivity)]
  have hE : E = -1 / r := by
    rw [dE, energy, Fin.sum_univ_two]
    show 1 * (-1 * fAlg ((-1 - 0) / σ)) + 1 * (1 * fAlg ((1 - 0) / σ)) = _
    unfold fAlg
    rw [k (-1) (by norm_num), k 1 (by norm_num)]
    field_simp
    ring
  have hS : S = σ / r := by
    rw [dS, entropy, Fin.sum_univ_two]
    show 1 * sAlg ((-1 - 0) / σ) + 1 * sAlg ((1 - 0) / σ) = _
    unfold sAlg
    rw [k (-1) (by norm_num), k 1 (by norm_num)]
    field_simp
    ring
  have hd : (1 + σ ^ 2) / r = r := by rw [div_eq_iff hr0]; linarith
  have hF : F = -r := by
    rw [dF, freeEnergy, ← dE, ← dS, hE, hS]
    linear_combination (-1) * hd
  -- both errors are controlled by (r - 1)² ≤ σ⁴/4
  have h0 : 0 ≤ r - 1 := by nlinarith [sq_nonneg σ]
  have h1 : r - 1 ≤ σ ^ 2 / 2 := by nlinarith [sq_nonneg (r - 1)]
  have h2 := pow_le_pow_left₀ h0 h1 2
  have h4 : 0 ≤ σ ^ 4 := by positivity
  refine ⟨hE, hS, hF, ?_, ?_⟩
  · rw [hF, abs_le]
    constructor <;> nlinarith
  · have : (E + F) / 2 + 1 = -((r - 1) ^ 2 / (2 * r)) := by
      rw [hE, hF]
      field_simp
      ring
    rw [this, abs_neg, abs_of_nonneg (by positivity), div_le_iff₀ (by positivity)]
    nlinarith [mul_nonneg h4 h0]

end

end SmearingWidth
```

```lean
#print axioms SmearingWidth.average_eq
-- 'SmearingWidth.average_eq' depends on axioms: [propext, Classical.choice, Quot.sound]
#print axioms SmearingWidth.cancel_power
-- 'SmearingWidth.cancel_power' depends on axioms: [propext, Classical.choice, Quot.sound]
#print axioms SmearingWidth.average_error
-- 'SmearingWidth.average_error' depends on axioms: [propext, Classical.choice, Quot.sound]
```
